# Linearly independent Cholesky orbitals of an idempotent density matrix are orthonormal

Let $P$ be a density matrix in a finite basis with overlap matrix $S$, and suppose that $P = LL^\dagger$, where $L$ has $N$ linearly independent columns. If $P$ is idempotent in the metric $S$, that is, $PSP = P$, then

$$L^\dagger S L = 1, \qquad \operatorname{tr}(PS) = N .$$

The columns of $L$, the Cholesky orbitals, are therefore orthonormal as they come out of the factorisation, and if $P$ is the density matrix of one spin in a closed-shell system, their number is the number of electron pairs. In an orthonormal basis with real orbitals this reads $L^TL = 1$ and $\operatorname{tr}P = N$. For a closed-shell Hartree–Fock or Kohn–Sham determinant in a finite basis, a set of occupied orbitals can thus be obtained from the density matrix alone, with no separate orthonormalisation.

## The density matrix factorises as $P = LL^\dagger$

Here $P$ is the density matrix of one spin, half the total closed-shell density matrix, so that its trace with $S$ counts electron pairs. Below, "density" is short for this density matrix and does not mean the electron density in space. The factorisation writes it as a sum over orbitals, $P_{ij} = \sum_c L_{ic}L_{jc}^*$, each entering with weight one. It makes $P$ Hermitian and positive semidefinite. Without it, nothing would tie $L$ to $P$.

In Lean, the type `n` labels basis functions and `k` labels orbitals, so $N$ is `Fintype.card k`. The field `𝕜` is the real or the complex numbers, and `Lᴴ` is $L^\dagger$.

```lean
import Mathlib

open Matrix

namespace CholeskyOrbitals

variable {𝕜 n k m : Type*} [RCLike 𝕜] [Fintype n] [Fintype k]
```

The theorems on $L$ hold for any factor of this form, triangular or not. The Cholesky decomposition is one way to find such a factor. It picks a diagonal element $P_{ii}$, the pivot, and subtracts column $i$ times row $i$ divided by the pivot. With $E$ the matrix whose only nonzero entry is a one at position $(i,i)$, a step is

$$P \;\longmapsto\; P - \frac{1}{P_{ii}}\,PEP .$$

For Hermitian $P$ with positive pivot, the subtracted part is $\ell\ell^\dagger$, where $\ell$ is column $i$ of $P$ divided by $\sqrt{P_{ii}}$. This $\ell$ is the new column of $L$.

```lean
/-- One step of the Cholesky decomposition of `P` with pivot `i`: column `i` times row `i`, divided
by the pivot `P i i`, is subtracted from `P`. The step is meant for `P i i ≠ 0`; for a zero pivot
this definition returns `P`. -/
noncomputable def choleskyStep [DecidableEq n] (P : Matrix n n 𝕜) (i : n) : Matrix n n 𝕜 :=
  P - (P i i)⁻¹ • (P * Matrix.single i i (1 : 𝕜) * P)
```

## The columns of $L$ are linearly independent

Physically, no Cholesky orbital is a combination of the others, so none is redundant. In the derivation, independence allows $L$ to be cancelled from the left. If $LX = 0$, then for each column $b$ of $X$

$$\sum_c L_{ic}X_{cb} = 0 \quad\text{for all } i,$$

which is a vanishing combination of the columns of $L$. All its coefficients are zero, and hence $X = 0$.

The Lean hypothesis is `LinearIndependent 𝕜 L.col`. The lemma turns it into injectivity of the map $v \mapsto Lv$ and applies this to one column of $X$ at a time.

```lean
omit [Fintype n] in
/-- If the orbitals in the columns of `L` are linearly independent, only the zero
coefficient matrix combines them to zero. -/
theorem eq_zero_of_orbitals_mul {L : Matrix n k 𝕜} (hL : LinearIndependent 𝕜 L.col)
    {X : Matrix k m 𝕜} (h : L * X = 0) : X = 0 := by
  have inj := Matrix.mulVec_injective_iff.mpr hL
  ext a b
  have hb : L *ᵥ (fun c => X c b) = L *ᵥ 0 := by
    rw [Matrix.mulVec_zero]
    ext i
    exact congrFun (congrFun h i) b
  exact congrFun (inj hb) a
```

Without independence, the columns cannot be orthonormal, even if the density is idempotent. Adding a zero column to $L$ leaves $P$ unchanged, but a zero column has norm zero, and the column count then exceeds the number of pairs. The last example below is of this kind.

## The density is idempotent, $PSP = P$

Idempotency says that every natural orbital, that is, every eigenfunction of the density, is either fully occupied or empty, as in a single determinant. Substituting $P = LL^\dagger$ gives $LL^\dagger S LL^\dagger = LL^\dagger$, or

$$L\,(L^\dagger S L - 1)\,L^\dagger = 0 .$$

The deviation from orthonormality, $D = L^\dagger S L - 1$, is enclosed between $L$ and $L^\dagger$. Cancelling $L$ on the left gives $DL^\dagger = 0$. The adjoint of this equation is $LD^\dagger = 0$, and a second cancellation gives $D^\dagger = 0$. Thus $L^\dagger S L = 1$. Cyclicity of the trace then yields

$$\operatorname{tr}(PS) = \operatorname{tr}(LL^\dagger S) = \operatorname{tr}(L^\dagger S L) = \operatorname{tr} 1 = N .$$

In the proof, `h1` is the enclosed equation and the only place where idempotency enters. The first cancellation is `h2`, the adjoint is `h3`, and `h4` is orthonormality. The final line is the trace computation.

```lean
/-- Let a density matrix `P = L Lᴴ` be idempotent in a basis with overlap matrix `S`, and let
the columns of `L` be linearly independent. Then these Cholesky orbitals are orthonormal, and
the trace of `P S` is their number. -/
theorem cholesky_orbitals_orthonormal [DecidableEq k] {P S : Matrix n n 𝕜} {L : Matrix n k 𝕜}
    (hL : LinearIndependent 𝕜 L.col) (hP : P = L * Lᴴ) (h : P * S * P = P) :
    Lᴴ * S * L = 1 ∧ (P * S).trace = Fintype.card k := by
  subst hP
  -- idempotency says that the deviation from orthonormality vanishes between L and Lᴴ
  have h1 : L * ((Lᴴ * S * L - 1) * Lᴴ) = 0 := by
    have e : L * ((Lᴴ * S * L - 1) * Lᴴ) = L * Lᴴ * S * (L * Lᴴ) - L * Lᴴ := by
      simp only [Matrix.sub_mul, Matrix.mul_sub, Matrix.one_mul, Matrix.mul_assoc]
    rw [e, h, sub_self]
  -- cancel L on the left, take the adjoint, and cancel L again
  have h2 := eq_zero_of_orbitals_mul hL h1
  have h3 : L * (Lᴴ * S * L - 1)ᴴ = 0 := by
    have h2' := congrArg Matrix.conjTranspose h2
    rwa [Matrix.conjTranspose_mul, Matrix.conjTranspose_conjTranspose,
      Matrix.conjTranspose_zero] at h2'
  have h4 : Lᴴ * S * L = 1 :=
    sub_eq_zero.mp (Matrix.conjTranspose_eq_zero.mp (eq_zero_of_orbitals_mul hL h3))
  refine ⟨h4, ?_⟩
  rw [Matrix.mul_assoc, Matrix.trace_mul_comm, h4, Matrix.trace_one]
```

The theorem places no condition on the matrix `S`; the physical reading takes it to be the overlap matrix. The case of no orbitals is included, with $P = 0$ and trace zero.

Without idempotency the conclusion fails for fractional occupation. With one basis function, $S = 1$ and $L = (1/\sqrt2)$, the density is $P = 1/2$, half a pair. The single column is independent, but its squared norm is $1/2$.

## The basis is orthonormal, $S = 1$

With orthonormalised basis functions the metric disappears, and for real orbitals the adjoint is the transpose. The hypotheses become $P = LL^T$ and $P^2 = P$; the symmetry of $P$ follows from the first. The proof inserts `S := 1` in the general theorem and simplifies.

```lean
/-- In an orthonormal basis, a real idempotent density matrix `P = L Lᵀ` with linearly
independent columns of `L` has orthonormal Cholesky orbitals, and its trace is their number. -/
theorem cholesky_orbitals_orthonormal_basis [DecidableEq k] {P : Matrix n n ℝ}
    {L : Matrix n k ℝ} (hL : LinearIndependent ℝ L.col) (hP : P = L * Lᵀ) (h : P * P = P) :
    Lᵀ * L = 1 ∧ P.trace = Fintype.card k := by
  classical
  have key := cholesky_orbitals_orthonormal (P := P) (S := 1) hL
    (by rw [hP, Matrix.conjTranspose_eq_transpose_of_trivial]) (by rw [Matrix.mul_one, h])
  rwa [Matrix.mul_one, Matrix.mul_one, Matrix.conjTranspose_eq_transpose_of_trivial] at key
```

In a non-orthogonal basis the formula $\operatorname{tr}P = N$ generally fails, and the pairs are counted by $\operatorname{tr}(PS)$. The two-function example below shows the difference.

## Orthonormality as the starting point

The implication also runs backwards. Assume $L^\dagger S L = 1$, as for occupied orbitals from a self-consistent-field calculation. If $Lx = Ly$, multiplication by $L^\dagger S$ gives $x = y$, so the columns are independent. Moreover,

$$LL^\dagger S LL^\dagger = L\,(L^\dagger S L)\,L^\dagger = LL^\dagger ,$$

so the density is idempotent. The Lean proof has the same two parts: the left inverse `Lᴴ * S` supplies injectivity, and the `calc` block regroups the product.

```lean
/-- Conversely, orbitals that are orthonormal with respect to the overlap matrix `S` are
linearly independent, and their density matrix `L Lᴴ` is idempotent in the metric `S`. -/
theorem idempotent_of_orthonormal [DecidableEq k] {S : Matrix n n 𝕜} {L : Matrix n k 𝕜}
    (h : Lᴴ * S * L = 1) :
    LinearIndependent 𝕜 L.col ∧ L * Lᴴ * S * (L * Lᴴ) = L * Lᴴ := by
  constructor
  · apply Matrix.mulVec_injective_iff.mp
    intro x y hxy
    -- Lᴴ S is a left inverse of L
    have hv := congrArg (fun v => (Lᴴ * S) *ᵥ v) hxy
    simpa only [Matrix.mulVec_mulVec, h, Matrix.one_mulVec] using hv
  · calc L * Lᴴ * S * (L * Lᴴ) = L * (Lᴴ * S * L) * Lᴴ := by simp only [Matrix.mul_assoc]
      _ = L * Lᴴ := by rw [h, Matrix.mul_one]
```

For a density of the form $LL^\dagger$, orthonormality of the columns is therefore equivalent to their independence together with idempotency. Without orthonormality, both conclusions can fail: a zero column is dependent, and the half-occupied orbital above has a density that is not idempotent.

## Two orbital sets share a density, and $S$ is Hermitian

Let $C$ hold orthonormal orbitals, for instance the canonical ones, and let $L$ have the same density, $LL^\dagger = CC^\dagger$, and the same number of columns. The two sets are then related by $U = L^\dagger S C$. First,

$$LU = LL^\dagger S C = C\,(C^\dagger S C) = C .$$

Since $S^\dagger = S$, the adjoint is $U^\dagger = C^\dagger S L$, and therefore

$$U^\dagger U = C^\dagger S L U = C^\dagger S C = 1 .$$

The shared density enters in the first line and the orthonormality of $C$ in both. The equal number of columns makes $U$ square, so that $U^\dagger U = 1$ is enough for unitarity. In Lean, `rot` is the first line, `adj` is the formula for $U^\dagger$, and using the same type `k` for both matrices encodes the equal count.

```lean
/-- Let the orbitals `C` be orthonormal for a Hermitian overlap matrix `S`, and let `L` have
as many columns and the same density matrix. Then `Lᴴ S C` is unitary and rotates `L`
into `C`. -/
theorem unitary_rotation [DecidableEq k] {S : Matrix n n 𝕜} {L C : Matrix n k 𝕜}
    (hS : S.IsHermitian) (hC : Cᴴ * S * C = 1) (hLC : L * Lᴴ = C * Cᴴ) :
    Lᴴ * S * C ∈ Matrix.unitaryGroup k 𝕜 ∧ L * (Lᴴ * S * C) = C := by
  have rot : L * (Lᴴ * S * C) = C := by
    calc L * (Lᴴ * S * C) = (L * Lᴴ) * S * C := by simp only [Matrix.mul_assoc]
      _ = C * (Cᴴ * S * C) := by rw [hLC]; simp only [Matrix.mul_assoc]
      _ = C := by rw [hC, Matrix.mul_one]
  refine ⟨?_, rot⟩
  rw [Matrix.mem_unitaryGroup_iff', Matrix.star_eq_conjTranspose]
  have adj : (Lᴴ * S * C)ᴴ = Cᴴ * S * L := by
    rw [Matrix.conjTranspose_mul, Matrix.conjTranspose_mul, Matrix.conjTranspose_conjTranspose,
      hS.eq, Matrix.mul_assoc]
  rw [adj, Matrix.mul_assoc (Cᴴ * S) L, rot, hC]
```

Each hypothesis has its own role. If the densities differ, the orbitals may span different occupied spaces, and no rotation connects them. If $C$ is not normalised, $U$ need not be unitary: in one dimension with $S = 1$, the choice $L = C = (2)$ gives $U = 4$. If $L$ has an extra zero column, $U$ is rectangular. Hermiticity of $S$ holds for every overlap matrix and here serves to keep the argument short; a longer one, which first shows that $L$ has independent columns and then cancels it in $L(UU^\dagger - 1)L^\dagger = 0$, would do without it.

## The pivot is nonzero

A nonzero pivot $P_{ii}$ means that basis function $i$ takes part in the density that remains to be decomposed. A step then removes exactly one pair and leaves an idempotent density. Put $p = P_{ii}$ and $Q = PEP$. Idempotency gives

$$PSQ = Q, \qquad QSP = Q .$$

Since $EPE = pE$,

$$QSQ = PE(PSP)EP = P(EPE)P = pQ .$$

The remaining density $P' = P - Q/p$ therefore satisfies

$$P'SP' = P - \frac{Q}{p} - \frac{Q}{p} + \frac{pQ}{p^2} = P' .$$

For the trace, $\operatorname{tr}(QS) = \operatorname{tr}(E\,PSP) = \operatorname{tr}(EP) = p$, so that $\operatorname{tr}(P'S) = \operatorname{tr}(PS) - 1$.

The Lean proof first records $EPE = pE$ and $\operatorname{tr}(EP) = p$, the only properties of $E$ that it needs. The products are `hPQ`, `hQP` and `hQQ`, and the trace is `htr`. The hypothesis `hi` is used to cancel $p^{-1}p$, once for idempotency and once for the trace.

```lean
/-- If `P` is idempotent in the metric `S`, that is, `P S P = P`, then a Cholesky step with nonzero
pivot preserves this property and lowers the trace of `P S` by exactly one. -/
theorem choleskyStep_removes_one_pair [DecidableEq n] {P S : Matrix n n 𝕜} {i : n}
    (h : P * S * P = P) (hi : P i i ≠ 0) :
    choleskyStep P i * S * choleskyStep P i = choleskyStep P i ∧
      (choleskyStep P i * S).trace = (P * S).trace - 1 := by
  unfold choleskyStep
  have hE : Matrix.single i i (1 : 𝕜) * P * Matrix.single i i (1 : 𝕜)
      = P i i • Matrix.single i i (1 : 𝕜) := by
    rw [Matrix.single_mul_mul_single, Matrix.smul_single]
    simp
  have htE : (Matrix.single i i (1 : 𝕜) * P).trace = P i i := by
    simp [Matrix.trace_single_mul]
  generalize Matrix.single i i (1 : 𝕜) = E at hE htE ⊢
  -- products of the removed part P E P with P and with itself
  have hPQ : P * S * (P * E * P) = P * E * P := by
    calc P * S * (P * E * P) = P * S * P * E * P := by simp only [Matrix.mul_assoc]
      _ = P * E * P := by rw [h]
  have hQP : P * E * P * S * P = P * E * P := by
    calc P * E * P * S * P = P * E * (P * S * P) := by simp only [Matrix.mul_assoc]
      _ = P * E * P := by rw [h]
  have hQQ : P * E * P * S * (P * E * P) = P i i • (P * E * P) := by
    calc P * E * P * S * (P * E * P) = P * E * (P * S * P) * E * P := by
          simp only [Matrix.mul_assoc]
      _ = P * (E * P * E) * P := by rw [h]; simp only [Matrix.mul_assoc]
      _ = P i i • (P * E * P) := by rw [hE, Matrix.mul_smul, Matrix.smul_mul]
  have htr : (P * E * P * S).trace = P i i := by
    calc (P * E * P * S).trace = (P * (E * P * S)).trace := by simp only [Matrix.mul_assoc]
      _ = (E * (P * S * P)).trace := by
          rw [Matrix.trace_mul_comm]; simp only [Matrix.mul_assoc]
      _ = P i i := by rw [h, htE]
  generalize P * E * P = Q at hPQ hQP hQQ htr ⊢
  have hQ : (P i i)⁻¹ • (Q * S * Q) = Q := by
    rw [hQQ, smul_smul, inv_mul_cancel₀ hi, one_smul]
  constructor
  · calc (P - (P i i)⁻¹ • Q) * S * (P - (P i i)⁻¹ • Q)
        = P * S * P - (P i i)⁻¹ • (P * S * Q) - (P i i)⁻¹ • (Q * S * P)
          + (P i i)⁻¹ • ((P i i)⁻¹ • (Q * S * Q)) := by
          simp only [Matrix.sub_mul, Matrix.mul_sub, Matrix.smul_mul, Matrix.mul_smul]
          module
      _ = P - (P i i)⁻¹ • Q := by
          rw [h, hPQ, hQP, hQ]
          abel
  · rw [Matrix.sub_mul, Matrix.smul_mul, Matrix.trace_sub, Matrix.trace_smul, htr,
      smul_eq_mul, inv_mul_cancel₀ hi]
```

In exact arithmetic any nonzero pivot will do; it need not be the largest diagonal element. If the pivot is zero, the division has no meaning. Lean sets $0^{-1} = 0$, so its step would return $P$ unchanged and remove no pair. For a positive semidefinite $P$, a zero diagonal element comes with a zero row and column, so there is nothing to remove at that position.

The theorem concerns a single step; assembling $L$ from successive steps, and the effect of rounding or of a finite pivot threshold, are left untreated.

## A bonding orbital and a redundant column

Take two basis functions with overlap $1/8$ and the bonding orbital with both coefficients equal to $2/3$. Its squared norm is

$$\frac49\left(1 + 1 + 2\cdot\frac18\right) = 1 .$$

The orbital is normalised, so by the converse theorem it meets the hypotheses of independence and idempotency. All entries of $P$ are $4/9$. Hence $\operatorname{tr}P = 8/9$, while $\operatorname{tr}(PS) = 8/9 + 1/9 = 1$ counts the pair correctly.

```lean
/-- Two basis functions with overlap `1/8` and the orbital with both coefficients `2/3` meet
the hypotheses of linear independence and idempotency. -/
theorem cholesky_orbitals_orthonormal_witness :
    let S : Matrix (Fin 2) (Fin 2) ℝ := !![1, 1/8; 1/8, 1]
    let L : Matrix (Fin 2) (Fin 1) ℝ := !![2/3; 2/3]
    LinearIndependent ℝ L.col ∧ L * Lᴴ * S * (L * Lᴴ) = L * Lᴴ := by
  intro S L
  apply idempotent_of_orthonormal
  ext i j
  fin_cases i
  fin_cases j
  norm_num [S, L, Matrix.mul_apply, Fin.sum_univ_succ]
```

The second example shows the loss of independence. With one basis function and $L = (1\;\;0)$, the density is $P = 1$, which is idempotent and has trace one. But

$$L^TL = \begin{pmatrix}1 & 0\\ 0 & 0\end{pmatrix} \neq 1 ,$$

and there are two columns for one pair. The proof compares the lower right entries, where the zero column would need norm one.

```lean
/-- The factor `L = (1, 0)`, which has a zero column, gives an idempotent density matrix of
trace one, but its two columns are not orthonormal. -/
theorem redundant_column_not_orthonormal :
    let L : Matrix (Fin 1) (Fin 2) ℝ := !![1, 0]
    (L * Lᵀ) * (L * Lᵀ) = L * Lᵀ ∧ (L * Lᵀ).trace = 1 ∧ Lᵀ * L ≠ 1 := by
  intro L
  have hP : L * Lᵀ = 1 := by
    ext i j
    fin_cases i
    fin_cases j
    norm_num [L, Matrix.mul_apply, Fin.sum_univ_succ]
  refine ⟨by rw [hP, Matrix.mul_one], by rw [hP]; simp, ?_⟩
  intro h
  -- the zero column has norm zero
  have h11 := congrFun (congrFun h 1) 1
  norm_num [L, Matrix.mul_apply] at h11

end CholeskyOrbitals
```

```lean
#print axioms CholeskyOrbitals.cholesky_orbitals_orthonormal
-- 'CholeskyOrbitals.cholesky_orbitals_orthonormal' depends on axioms: [propext, Classical.choice, Quot.sound]
#print axioms CholeskyOrbitals.cholesky_orbitals_orthonormal_basis
-- 'CholeskyOrbitals.cholesky_orbitals_orthonormal_basis' depends on axioms: [propext, Classical.choice, Quot.sound]
#print axioms CholeskyOrbitals.choleskyStep_removes_one_pair
-- 'CholeskyOrbitals.choleskyStep_removes_one_pair' depends on axioms: [propext, Classical.choice, Quot.sound]
#print axioms CholeskyOrbitals.redundant_column_not_orthonormal
-- 'CholeskyOrbitals.redundant_column_not_orthonormal' depends on axioms: [propext, Classical.choice, Quot.sound]
```
